# Legendre projection isolates one angular channel of an axial polynomial

An electron sits at distance \(r\) from an ion whose core electrons have been replaced by an effective core potential. The potential acts with one strength on the s part of the wavefunction and with another on the p part, so the parts have to be separated. Suppose that on the sphere of radius \(r\) the trial function is \(q(u)=a+bu\), with \(u=\cos\theta\). The p part is \(bu\), and one integral finds its coefficient. Since \(u=\tfrac12\frac{d}{du}(u^2-1)\) and \(u^2-1\) vanishes at both poles, integration by parts gives

\[
\int_{-1}^{1}u\,q\,du=\frac12\int_{-1}^{1}(1-u^2)\,q'\,du=\frac b2\cdot\frac43=\frac{2b}{3}.
\]

The constant \(a\) is lost in the derivative, and the factor \(\tfrac32\) restores \(b\). Channel \(l\) works in the same way with \(l\) derivatives.

## From the Rodrigues formula to the local energy

Define

\[
P_l(u)=\frac{1}{2^l\,l!}\frac{d^l}{du^l}(u^2-1)^l .
\]

The claim is that \(q\mapsto \frac{2l+1}{2}\left(\int_{-1}^1P_l\,q\,du\right)P_l\) sends a finite sum \(\sum_k c_kP_k\) to its term \(c_lP_l\), and that these projections give the nonlocal part of the local energy for an electron on the axis at \(u=1\).

**Overlap.** For \(j<l\), the \(j\)-th derivative of \((u^2-1)^l\) still contains the factor \((u^2-1)^{l-j}\), which is zero at \(u=\pm1\). No boundary term survives when \(l\) derivatives are moved onto a polynomial \(q\), one at a time. Each move gives a minus sign, and \((-1)^l(u^2-1)^l=(1-u^2)^l\), so

\[
\int_{-1}^1P_l\,q\,du=\frac1{2^l\,l!}\int_{-1}^1(1-u^2)^l\,q^{(l)}\,du .
\]

If \(q\) has degree below \(l\), then \(q^{(l)}=0\) and the overlap is zero.

**Weight.** Let \(I_l=\int_{-1}^1(1-u^2)^l\,du\). Writing \(u^2=1-(1-u^2)\) in the derivative of a product,

\[
\frac{d}{du}\left[u(1-u^2)^{l+1}\right]=(2l+3)(1-u^2)^{l+1}-(2l+2)(1-u^2)^l .
\]

The left side integrates to zero, so \((2l+3)I_{l+1}=(2l+2)I_l\). With \(I_0=2\) this gives \(I_l=2^{2l+1}(l!)^2/(2l+1)!\).

**Norm.** The leading term of \((u^2-1)^l\) is \(u^{2l}\), so \(P_l\) has leading coefficient \((2l)!/(2^l(l!)^2)\), and its \(l\)-th derivative is the constant \((2l)!/(2^l\,l!)\). Putting \(q=P_l\) in the overlap formula,

\[
\int_{-1}^1P_l^2\,du=\frac{(2l)!}{(2^l\,l!)^2}\cdot\frac{2^{2l+1}(l!)^2}{(2l+1)!}=\frac{2}{2l+1}.
\]

For \(l\neq m\), the polynomial of lower degree plays the part of \(q\), and the overlap vanishes. Linearity then isolates the term \(c_lP_l\).

**Local energy.** Write \((u^2-1)^l=(u-1)^l(u+1)^l\). At \(u=1\), the only surviving term of the \(l\)-th derivative has all \(l\) derivatives on the first factor. It equals \(l!\,2^l\), so \(P_l(1)=1\). Let \(v_l\) be the strength of channel \(l\) at radius \(r\), measured from the local part of the potential, and let \(V\) be the sum of the projections with \(l<L\), weighted by \(v_l\). For an electron at \(u=1\) with \(q(1)\neq0\),

\[
E=\frac{(Vq)(1)}{q(1)}=\sum_{l<L}v_l\,\frac{2l+1}{2}\int_{-1}^1P_l(u)\,\frac{q(u)}{q(1)}\,du .
\]

**A numerical instance.** Take \(q=2+u+3u^2=3P_0+P_1+2P_2\), so \(q(1)=6\). The projections give \(\tfrac12\int q\,du=3\) and \(\tfrac32\int u\,q\,du=1\). With \(L=2\), \(v_0=1.2\) and \(v_1=-0.6\) hartree, the energy is \(1.2\cdot\tfrac36-0.6\cdot\tfrac16=0.5\) hartree. The d part enters only through \(q(1)\).

## Axial functions as real polynomials

An axial function is an element of `ℝ[X]`, with the variable `X` standing for \(u=\cos\theta\).

In Lean 4 with Mathlib:

```lean
import Mathlib

open Polynomial

namespace NonlocalChannelProjector

noncomputable section
```

The angular integral is a linear map from polynomials to real numbers. Its measure is \(du\): the azimuthal factor \(2\pi\) has already been absorbed, which is why the prefactor is \((2l+1)/2\) and not \((2l+1)/4\pi\).

```lean
/-- The integral over `u = cos θ` from `-1` to `1` of an axial polynomial function. -/
def angInt : ℝ[X] →ₗ[ℝ] ℝ where
  toFun p := ∫ u in (-1 : ℝ)..1, p.eval u
  map_add' p q := by
    simp only [eval_add]
    exact intervalIntegral.integral_add (p.continuous.intervalIntegrable _ _)
      (q.continuous.intervalIntegrable _ _)
  map_smul' c p := by
    simp only [eval_smul, smul_eq_mul, RingHom.id_apply]
    exact intervalIntegral.integral_const_mul _ _
```

`legendreP l` is \(P_l\) in the textbook normalisation, with squared norm \(2/(2l+1)\). The function of unit norm would be \(\sqrt{(2l+1)/2}\,P_l\).

```lean
/-- The Legendre polynomial `P_l`, given by the Rodrigues formula. -/
def legendreP (l : ℕ) : ℝ[X] :=
  (1 / (2 ^ l * (l.factorial : ℝ))) • derivative^[l] ((X ^ 2 - 1 : ℝ[X]) ^ l)
```

`channel l` is the projector. On the full sphere it would be a sum over all magnetic quantum numbers, of which only the zero one acts on axial functions.

```lean
/-- The angular projector on channel `l`, acting on an axial function `q`. -/
def channel (l : ℕ) (q : ℝ[X]) : ℝ[X] :=
  ((2 * l + 1) / 2 * angInt (legendreP l * q)) • legendreP l
```

The number `v l` stands for the potential of channel `l` minus the local part of the effective core potential, both evaluated at the electron's distance from the ion. With the full channel potential in its place, adding the local term separately would count that term twice. They are arbitrary reals here, and `L` is the number of nonlocal channels.

```lean
/-- The nonlocal potential at fixed radius, with strength `v l` in each channel `l < L`. -/
def nonlocalPotential (v : ℕ → ℝ) (L : ℕ) (q : ℝ[X]) : ℝ[X] :=
  ∑ l ∈ Finset.range L, v l • channel l q
```

## Moving derivatives onto the trial function

The fundamental theorem of calculus supplies every boundary term.

```lean
/-- The angular integral of a derivative is the difference of the values at the two poles. -/
theorem angInt_derivative (p : ℝ[X]) :
    angInt (derivative p) = p.eval 1 - p.eval (-1) := by
  change (∫ u in (-1 : ℝ)..1, (derivative p).eval u) = _
  exact intervalIntegral.integral_eq_sub_of_hasDerivAt (fun u _ => p.hasDerivAt u)
    ((derivative p).continuous.intervalIntegrable _ _)
```

In `overlap`, the inner statement `key` is the result after `j` integrations by parts, proved by induction on `j` for all `q` at once, because each step applies it to the derivative of `q`. The divisibility lemma provides the remaining factor of \(u^2-1\), `hb` records that the boundary term is zero, and `hs` absorbs the sign \((-1)^l\).

```lean
/-- The overlap of `P_l` with a polynomial `q` is a weighted integral of the `l`-th
derivative of `q`. -/
theorem overlap (l : ℕ) (q : ℝ[X]) : angInt (legendreP l * q) =
    1 / (2 ^ l * (l.factorial : ℝ)) * angInt ((1 - X ^ 2) ^ l * derivative^[l] q) := by
  -- integrate by parts `j` times; the boundary terms vanish at both poles
  have key : ∀ j, j ≤ l → ∀ q : ℝ[X],
      angInt (derivative^[j] ((X ^ 2 - 1 : ℝ[X]) ^ l) * q) =
        (-1) ^ j * angInt ((X ^ 2 - 1) ^ l * derivative^[j] q) := by
    intro j
    induction j with
    | zero => intro _ q; simp
    | succ j ih =>
      intro hj q
      obtain ⟨r, hr⟩ := pow_sub_dvd_iterate_derivative_of_pow_dvd j
        (dvd_refl ((X ^ 2 - 1 : ℝ[X]) ^ l))
      obtain ⟨k, hk⟩ : ∃ k, l - j = k + 1 := ⟨l - j - 1, by omega⟩
      have h := angInt_derivative (derivative^[j] ((X ^ 2 - 1 : ℝ[X]) ^ l) * q)
      rw [derivative_mul, map_add, ih (by omega) (derivative q), hr, hk] at h
      have hb : ((X ^ 2 - 1 : ℝ[X]) ^ (k + 1) * r * q).eval 1
          - ((X ^ 2 - 1 : ℝ[X]) ^ (k + 1) * r * q).eval (-1) = 0 := by simp
      rw [hb] at h
      rw [Function.iterate_succ_apply', Function.iterate_succ_apply, pow_succ (-1 : ℝ) j, hr, hk]
      linear_combination h
  have hs : (1 - X ^ 2 : ℝ[X]) ^ l = ((-1 : ℝ) ^ l) • (X ^ 2 - 1 : ℝ[X]) ^ l := by
    rw [show (1 - X ^ 2 : ℝ[X]) = -(X ^ 2 - 1) by ring, neg_pow (X ^ 2 - 1 : ℝ[X]) l,
      smul_eq_C_mul, map_pow, map_neg, map_one]
  rw [legendreP, smul_mul_assoc, map_smul, smul_eq_mul, key l le_rfl q, hs,
    smul_mul_assoc, map_smul, smul_eq_mul]
```

## The constants behind the norm

`weight_integral` states the value of \(I_l\) multiplied through by \((2l+1)!\), which keeps the induction free of division. The derivative identity for \(u(1-u^2)^{l+1}\) is `hd`, and the last line combines its integral with the induction hypothesis.

```lean
/-- The integral of `(1 - u²)^l` over `[-1,1]` equals `2^(2l+1) (l!)² / (2l+1)!`. -/
theorem weight_integral (l : ℕ) : angInt ((1 - X ^ 2) ^ l) * ((2 * l + 1).factorial : ℝ) =
    2 ^ (2 * l + 1) * (l.factorial : ℝ) ^ 2 := by
  induction l with
  | zero =>
    have h := angInt_derivative X
    rw [derivative_X, eval_X, eval_X] at h
    rw [pow_zero, h]
    norm_num [Nat.factorial]
  | succ l ih =>
    have hx : derivative (1 - X ^ 2 : ℝ[X]) = -2 * X := by
      rw [derivative_sub, derivative_one, pow_two, derivative_mul, derivative_X]; ring
    have hd : derivative (X * (1 - X ^ 2 : ℝ[X]) ^ (l + 1)) =
        (2 * l + 3 : ℝ) • (1 - X ^ 2) ^ (l + 1) - (2 * l + 2 : ℝ) • (1 - X ^ 2) ^ l := by
      rw [derivative_mul, derivative_X, derivative_pow_succ, hx]
      simp only [smul_eq_C_mul, map_add, map_mul, map_natCast, map_ofNat, map_one]
      ring
    have h := angInt_derivative (X * (1 - X ^ 2 : ℝ[X]) ^ (l + 1))
    have hb : (X * (1 - X ^ 2 : ℝ[X]) ^ (l + 1)).eval 1
        - (X * (1 - X ^ 2 : ℝ[X]) ^ (l + 1)).eval (-1) = 0 := by simp
    rw [hb, hd, map_sub, map_smul, map_smul, smul_eq_mul, smul_eq_mul] at h
    rw [show 2 * (l + 1) + 1 = 2 * l + 1 + 1 + 1 by ring, Nat.factorial_succ (2 * l + 1 + 1),
      Nat.factorial_succ (2 * l + 1), Nat.factorial_succ l]
    push_cast
    linear_combination (2 * l + 2) * ((2 * l + 1).factorial : ℝ) * h + (2 * l + 2) ^ 2 * ih
```

The next theorem bounds the degree of \(P_l\) and gives its leading coefficient times \(l!\), which is the constant needed for the \(l\)-th derivative.

```lean
/-- `P_l` has degree at most `l`, and its coefficient of `u^l` is `(2l)! / (2^l (l!)²)`. -/
theorem legendreP_top (l : ℕ) : (legendreP l).natDegree ≤ l ∧
    (l.factorial : ℝ) * (legendreP l).coeff l =
      ((2 * l).factorial : ℝ) / (2 ^ l * (l.factorial : ℝ)) := by
  have h1 : (X ^ 2 - 1 : ℝ[X]) = X ^ 2 - C 1 := by rw [C_1]
  have hd : ((X ^ 2 - 1 : ℝ[X]) ^ l).natDegree = 2 * l := by
    rw [h1, natDegree_pow, natDegree_X_pow_sub_C, mul_comm]
  have hc : ((X ^ 2 - 1 : ℝ[X]) ^ l).coeff (2 * l) = 1 := by
    rw [← hd, h1]
    exact ((monic_X_pow_sub_C (1 : ℝ) two_ne_zero).pow l).coeff_natDegree
  constructor
  · unfold legendreP
    refine (natDegree_smul_le _ _).trans ((natDegree_iterate_derivative _ _).trans ?_)
    rw [hd]; omega
  · have hf := Nat.factorial_mul_descFactorial (show l ≤ 2 * l by omega)
    rw [show 2 * l - l = l by omega] at hf
    have hf' : (l.factorial : ℝ) * ((2 * l).descFactorial l : ℝ) = ((2 * l).factorial : ℝ) := by
      exact_mod_cast hf
    rw [legendreP, coeff_smul, coeff_iterate_derivative, ← two_mul, hc, nsmul_eq_mul,
      smul_eq_mul, ← hf']
    ring
```

## Separating the channels

Despite its name, `legendreP_orthonormal` concerns the unnormalised \(P_l\), and the factor \((2l+1)/2\) makes the diagonal value one. The letter `m` is a second channel index, not a magnetic quantum number. The proof splits into \(l<m\), \(l=m\) and \(l>m\). The unequal cases use `low`, where the higher derivative of the lower polynomial vanishes. In the equal case, `ht` identifies the \(l\)-th derivative of \(P_l\) as a constant, and the factorials cancel.

```lean
/-- With the factor `(2l+1)/2`, the overlap of `P_l` and `P_m` is one for `l = m` and zero
otherwise. -/
theorem legendreP_orthonormal (l m : ℕ) :
    (2 * l + 1) / 2 * angInt (legendreP l * legendreP m) = if l = m then 1 else 0 := by
  have low : ∀ a b, b < a → angInt (legendreP a * legendreP b) = 0 := by
    intro a b h
    rw [overlap, iterate_derivative_eq_zero (lt_of_le_of_lt (legendreP_top b).1 h)]
    simp
  rcases lt_trichotomy l m with h | h | h
  · rw [mul_comm (legendreP l) (legendreP m), low m l h, if_neg h.ne, mul_zero]
  · subst h
    -- the `l`-th derivative of `P_l` is a constant
    have ht : derivative^[l] (legendreP l) =
        C ((l.factorial : ℝ) * (legendreP l).coeff l) := by
      ext m
      rw [coeff_iterate_derivative]
      cases m with
      | zero => simp [Nat.descFactorial_self]
      | succ m =>
        have := (legendreP_top l).1
        rw [coeff_eq_zero_of_natDegree_lt (by omega), smul_zero, coeff_C_succ]
    have hW := weight_integral l
    rw [Nat.factorial_succ] at hW
    push_cast at hW
    rw [overlap, ht, (legendreP_top l).2, mul_comm ((1 - X ^ 2 : ℝ[X]) ^ l),
      ← smul_eq_C_mul, map_smul, smul_eq_mul, if_pos rfl]
    calc _ = angInt ((1 - X ^ 2) ^ l) * ((2 * l + 1) * ((2 * l).factorial : ℝ)) /
          (2 * (2 ^ l * (l.factorial : ℝ)) ^ 2) := by ring
      _ = 1 := by
        rw [hW, div_eq_one_iff_eq (by positivity)]
        ring
  · rw [low l m h, if_neg h.ne', mul_zero]
```

`channel_isolates` takes any finite set `s` of channels and any real coefficients `c`. The projector returns \(c_lP_l\) if `l` belongs to `s`, and zero otherwise. The proof takes the integral inside the sum, where orthogonality leaves at most one term.

```lean
/-- The projector on channel `l` keeps exactly the `P_l` term of a finite axial expansion. -/
theorem channel_isolates (s : Finset ℕ) (c : ℕ → ℝ) (l : ℕ) :
    channel l (∑ k ∈ s, c k • legendreP k) = if l ∈ s then c l • legendreP l else 0 := by
  have h : (2 * l + 1) / 2 * angInt (legendreP l * ∑ k ∈ s, c k • legendreP k) =
      if l ∈ s then c l else 0 := by
    rw [Finset.mul_sum, map_sum, Finset.mul_sum, ← Finset.sum_ite_eq s l c]
    refine Finset.sum_congr rfl fun k _ => ?_
    rw [mul_smul_comm, map_smul, smul_eq_mul, mul_left_comm, legendreP_orthonormal]
    split_ifs <;> simp
  rw [channel, h]
  split_ifs <;> simp
```

The expansion is given in this theorem. The energy formula below needs none and holds for every polynomial `q` that is nonzero at the electron.

## The energy of an electron on the axis

The value \(P_l(1)=1\) is proved with an auxiliary polynomial `r` in place of \((u+1)^l\). One derivative of \((u-1)^{l+1}r\) leaves \((u-1)^l\) times a new polynomial whose value at 1 is \((l+1)r(1)\), and induction does the rest.

```lean
/-- Every Legendre polynomial equals one at the pole `u = 1`, that is, `P_l(1) = 1`. -/
theorem legendreP_one (l : ℕ) : (legendreP l).eval 1 = 1 := by
  have key : ∀ (l : ℕ) (r : ℝ[X]),
      (derivative^[l] ((X - 1) ^ l * r)).eval 1 = (l.factorial : ℝ) * r.eval 1 := by
    intro l
    induction l with
    | zero => intro r; simp
    | succ l ih =>
      intro r
      have hd : derivative ((X - 1) ^ (l + 1) * r) =
          (X - 1) ^ l * (C ((l : ℝ) + 1) * r + (X - 1) * derivative r) := by
        rw [derivative_mul, derivative_pow_succ, derivative_sub, derivative_X, derivative_one]
        ring
      rw [Function.iterate_succ_apply, hd, ih, Nat.factorial_succ]
      simp only [eval_add, eval_mul, eval_C, eval_sub, eval_X, eval_one]
      push_cast
      ring
  rw [legendreP, show (X ^ 2 - 1 : ℝ[X]) = (X - 1) * (X + 1) by ring, mul_pow, eval_smul, key,
    smul_eq_mul, eval_pow, eval_add, eval_X, eval_one, one_add_one_eq_two]
  have : (l.factorial : ℝ) ≠ 0 := by positivity
  field_simp
```

In the last theorem, the left side of the equivalence is the defining relation of the local energy, \((Vq)(1)=E\,q(1)\), and the right side is the weighted sum of angular integrals. `E` is only the nonlocal contribution of one electron and one ion; kinetic and local potential terms are separate. The hypothesis `hq` says that the electron is not at a node of the trial function. At a node, the left side would no longer determine `E`.

The proof divides the integrals by \(q(1)\) in `hI`, evaluates the potential at the electron in `hV` using \(P_l(1)=1\), and collects the sum in `hS`.

```lean
/-- For an electron at `u = 1`, where the trial function `q` does not vanish, `E` is the nonlocal
part of the local energy exactly when it is the sum over `l < L` of `v l * (2l+1)/2` times the
integral of `P_l(u) q(u)/q(1)` over `[-1,1]`. -/
theorem nonlocal_local_energy (v : ℕ → ℝ) (L : ℕ) (q : ℝ[X]) (hq : q.eval 1 ≠ 0) (E : ℝ) :
    (nonlocalPotential v L q).eval 1 = E * q.eval 1 ↔
      E = ∑ l ∈ Finset.range L, v l * ((2 * l + 1) / 2 *
        ∫ u in (-1 : ℝ)..1, (legendreP l).eval u * (q.eval u / q.eval 1)) := by
  have hI : ∀ l, (∫ u in (-1 : ℝ)..1, (legendreP l).eval u * (q.eval u / q.eval 1)) =
      angInt (legendreP l * q) / q.eval 1 := by
    intro l
    change _ = (∫ u in (-1 : ℝ)..1, (legendreP l * q).eval u) / q.eval 1
    rw [← intervalIntegral.integral_div]
    simp only [eval_mul, mul_div_assoc]
  have hV : (nonlocalPotential v L q).eval 1 = ∑ l ∈ Finset.range L,
      v l * ((2 * l + 1) / 2 * angInt (legendreP l * q)) := by
    simp only [nonlocalPotential, channel, eval_finsetSum, eval_smul, smul_eq_mul,
      legendreP_one, mul_one]
  have hS : ∑ l ∈ Finset.range L, v l * ((2 * l + 1) / 2 *
      ∫ u in (-1 : ℝ)..1, (legendreP l).eval u * (q.eval u / q.eval 1)) =
      (∑ l ∈ Finset.range L, v l * ((2 * l + 1) / 2 * angInt (legendreP l * q))) /
        q.eval 1 := by
    rw [Finset.sum_div]
    refine Finset.sum_congr rfl fun l _ => ?_
    rw [hI]
    ring
  rw [hV, hS, eq_div_iff hq]
  exact eq_comm

end

end NonlocalChannelProjector
```

```lean
#print axioms NonlocalChannelProjector.channel_isolates
#print axioms NonlocalChannelProjector.legendreP_one
#print axioms NonlocalChannelProjector.nonlocal_local_energy
```

```
'NonlocalChannelProjector.channel_isolates' depends on axioms: [propext, Classical.choice, Quot.sound]
'NonlocalChannelProjector.legendreP_one' depends on axioms: [propext, Classical.choice, Quot.sound]
'NonlocalChannelProjector.nonlocal_local_energy' depends on axioms: [propext, Classical.choice, Quot.sound]
```

## From the axis to a simulation

In variational Monte Carlo with effective core potentials, angular integrals of this kind are evaluated by quadrature on a sphere around the ion; the theorem gives their exact form for one electron at fixed radius with an axial polynomial trial function. The step left to the user is to pass from a many-electron trial function to an axial function of one electron. One points the axis at the electron and averages over the azimuth, which leaves the value at \(u=1\) unchanged. The average is a function of \(u\), but in general not a polynomial, and the theorem as stated then applies only to a polynomial approximation of it.

A different model would use square-integrable functions on the whole sphere, with the projector built from all spherical harmonics of degree \(l\). It would include non-axial functions and let the electron sit in any direction. In return, recovering \(P_l\) would take a further step, such as the spherical harmonic addition theorem, and the trial function would have to be continuous, or otherwise have a definite value at the electron, before a local energy could be stated.
